# The integral of xy/(x+y) over the unit square equals (2/3)(1 − ln 2)

Q: When I fix the high-density end of a local correlation functional, I set the coefficient of $\ln r_s$ to $(1-\ln 2)/\pi^2$ hartree per electron, for the unpolarised uniform gas with Wigner–Seitz radius $r_s$ in bohr. You say the factor $1-\ln 2$ comes from an integral over a square. Where does the square come from?

A: From two particle-hole pairs at small momentum transfer $q$, in units of the Fermi momentum and Fermi velocity. Let $x$ and $y$ be the direction cosines of the two electrons' initial momenta, one measured along $\mathbf q$ and the other along $-\mathbf q$, since the pairs carry opposite momenta. An electron can leave the Fermi sphere only from a shell of thickness $qx$, and its excitation energy is $qx$ to leading order. The second pair has $qy$ for both. The product of thicknesses over the energy denominator is
$$\frac{(qx)(qy)}{qx+qy}=q\,\frac{xy}{x+y},\qquad 0<x,y<1.$$
The area element of the unit sphere is $dx\,d\varphi$, with $\varphi$ the azimuth about $\mathbf q$, so each cosine is weighted uniformly and the azimuths give only constant factors. Summing over both pairs is therefore, up to a constant, an integral over the unit square. The radial measure $q^2$ and two Coulomb factors $1/q^2$ turn the factor $q$ into $1/q$.

Q: Then do the integral by hand.

A: For $x>0$, write $xy/(x+y)=x-x^2/(x+y)$. Integrating over $y$ gives
$$\int_0^1\frac{xy}{x+y}\,dy=x-x^2\ln(1+x)+x^2\ln x.$$
Now integrate each term over $x$. The first gives $1/2$. For the second, integrate by parts with $(x^3+1)/3$ as the antiderivative of $x^2$:
$$\int_0^1x^2\ln(1+x)\,dx=\tfrac23\ln2-\tfrac13\int_0^1(x^2-x+1)\,dx=\tfrac23\ln2-\tfrac5{18}.$$
The third gives $\int_0^1x^2\ln x\,dx=-1/9$. The total is
$$\tfrac12-\tfrac23\ln2+\tfrac5{18}-\tfrac19=\tfrac23(1-\ln2)\approx0.205.$$
With a lower cutoff $\kappa$ and an upper limit $Q$, the $1/q$ integrates to $\tfrac23(1-\ln2)\ln(Q/\kappa)$. Since $\ln2<1$, this grows without bound as $\kappa\to0^+$.

Q: My doubt is about the formal version. Which objects carry the physics?

A: Four definitions over the real numbers do.

In Lean 4 with Mathlib:

```lean
import Mathlib

open MeasureTheory Set Filter Topology

namespace ElectronGasRingAverage

noncomputable section
```

The first is the weight of the two pairs, with the common factor $q$ removed.

```lean
/-- The weight `xy/(x+y)` of two particle-hole pairs with direction cosines `x` and `y`: the product
of the shell thicknesses over the sum of the excitation energies, with the common factor `q`
removed. -/
def pairWeight (x y : ℝ) : ℝ := x * y / (x + y)
```

The cosines range over the open square, so both excitation energies are positive.

```lean
/-- The open unit square of the two direction cosines. -/
def cosineSquare : Set (ℝ × ℝ) := Ioo 0 1 ×ˢ Ioo 0 1
```

The average is a two-dimensional Lebesgue integral. The square has area one, so integral and average agree.

```lean
/-- The integral of the pair weight over the unit square of direction cosines. -/
def phaseSpaceAverage : ℝ := ∫ z in cosineSquare, pairWeight z.1 z.2
```

The last definition puts the momentum factors back.

```lean
/-- The small-momentum second-order ring energy per unit momentum transfer `q`, up to a constant
factor: radial measure `q²`, two Coulomb factors `1/q²`, and two pairs whose shell thicknesses
and excitation energies are `qx` and `qy`. -/
def ringDensity (q : ℝ) : ℝ :=
  q ^ 2 * (1 / q ^ 2) ^ 2 *
    ∫ z in cosineSquare, (q * z.1) * (q * z.2) / (q * z.1 + q * z.2)
```

Q: That is not the full second-order energy.

A: No. `ringDensity` uses the leading small-$q$ form at every $q$, and it omits the constant prefactor and the negative sign of the energy. Second-order exchange is absent. So is the summation of the ring series, which replaces the cutoff by screening at $\kappa\sim\sqrt{r_s}$ and thereby turns the logarithm into $\ln r_s$. The theorems therefore give the number that enters the Gell-Mann–Brueckner coefficient, and not the high-density expansion itself.

Q: Let me see the inner integral, then. What happens at $x=0$?

A: There the weight vanishes, and so does the right-hand side, so the theorem allows $x\ge0$. For $x>0$ the proof differentiates $xy-x^2\ln(x+y)$ with respect to $y$, checks that the result is the weight, and takes the difference of its end values.

```lean
/-- The pair weight integrated over the direction cosine of the second pair. -/
theorem integral_second_pair {x : ℝ} (hx : 0 ≤ x) :
    ∫ y in (0 : ℝ)..1, pairWeight x y =
      x - x ^ 2 * (Real.log (1 + x) - Real.log x) := by
  rcases hx.eq_or_lt with rfl | hx
  · simp [pairWeight]
  have hpos : ∀ y ∈ uIcc (0 : ℝ) 1, x + y ≠ 0 := by
    intro y hy
    rw [uIcc_of_le zero_le_one] at hy
    have h : 0 < x + y := by linarith [hy.1]
    exact h.ne'
  -- the antiderivative in y is x y - x² log (x + y)
  have hd : ∀ y ∈ uIcc (0 : ℝ) 1,
      HasDerivAt (fun t : ℝ => x * t - x ^ 2 * Real.log (x + t)) (pairWeight x y) y := by
    intro y hy
    have hne := hpos y hy
    have h1 := ((hasDerivAt_id' y).const_add x).log hne
    refine (((hasDerivAt_id' y).const_mul x).fun_sub (h1.const_mul (x ^ 2))).congr_deriv ?_
    unfold pairWeight
    field_simp
    ring
  have hc : ContinuousOn (fun y => pairWeight x y) (uIcc (0 : ℝ) 1) := by
    unfold pairWeight
    exact ContinuousOn.div (by fun_prop) (by fun_prop) hpos
  refine (intervalIntegral.integral_eq_sub_of_hasDerivAt hd hc.intervalIntegrable).trans ?_
  simp only [add_zero, add_comm x 1]
  ring
```

Q: And the outer integral, where $\ln x$ is singular at the origin?

A: The three terms of the hand calculation are collected into one antiderivative,
$$G(x)=\frac{x^2+x}{3}-\frac{x^3+1}{3}\ln(1+x)+\frac{x^3}{3}\ln x.$$
The code writes the last term as $\frac{x^2}{3}(x\ln x)$, because $x\ln x$ extends continuously to the origin with value zero. The fundamental theorem is used in the form that needs continuity on the closed interval and a derivative only inside it. Then $G(1)-G(0)=\frac23(1-\ln2)$.

```lean
/-- The pair weight integrated successively over both direction cosines. -/
theorem iterated_integral :
    ∫ x in (0 : ℝ)..1, ∫ y in (0 : ℝ)..1, pairWeight x y =
      2 / 3 * (1 - Real.log 2) := by
  have hcongr : ∫ x in (0 : ℝ)..1, ∫ y in (0 : ℝ)..1, pairWeight x y =
      ∫ x in (0 : ℝ)..1, (x - x ^ 2 * Real.log (1 + x) + x * (x * Real.log x)) := by
    apply intervalIntegral.integral_congr
    intro x hx
    rw [uIcc_of_le zero_le_one] at hx
    change ∫ y in (0 : ℝ)..1, pairWeight x y = _
    rw [integral_second_pair hx.1]
    ring
  have hl : ContinuousOn (fun t : ℝ => Real.log (1 + t)) (Icc 0 1) := by
    refine ContinuousOn.log (by fun_prop) ?_
    intro t ht
    have h : 0 < 1 + t := by linarith [ht.1]
    exact h.ne'
  -- x log x is continuous at the origin, so both integrand and antiderivative are
  have hm : ContinuousOn (fun t : ℝ => t * Real.log t) (Icc 0 1) :=
    Real.continuous_mul_log.continuousOn
  have hf : ContinuousOn
      (fun t : ℝ => t - t ^ 2 * Real.log (1 + t) + t * (t * Real.log t)) (Icc 0 1) :=
    (continuousOn_id.sub ((continuous_pow 2).continuousOn.mul hl)).add (continuousOn_id.mul hm)
  have hG : ContinuousOn (fun t : ℝ => (t ^ 2 + t) / 3 - (t ^ 3 + 1) / 3 * Real.log (1 + t)
      + t ^ 2 / 3 * (t * Real.log t)) (Icc 0 1) := by
    have h1 : ContinuousOn (fun t : ℝ => (t ^ 2 + t) / 3) (Icc 0 1) := by fun_prop
    have h2 : ContinuousOn (fun t : ℝ => (t ^ 3 + 1) / 3) (Icc 0 1) := by fun_prop
    have h3 : ContinuousOn (fun t : ℝ => t ^ 2 / 3) (Icc 0 1) := by fun_prop
    exact (h1.sub (h2.mul hl)).add (h3.mul hm)
  rw [hcongr]
  refine (intervalIntegral.integral_eq_sub_of_hasDerivAt_of_le zero_le_one hG ?_
    (hf.intervalIntegrable_of_Icc zero_le_one)).trans ?_
  · intro x hx
    have hx0 : x ≠ 0 := hx.1.ne'
    have hx1 : 1 + x ≠ 0 := by
      have h : 0 < 1 + x := by linarith [hx.1]
      exact h.ne'
    have h2 : HasDerivAt (fun t : ℝ => t ^ 2) (2 * x) x := by simpa using hasDerivAt_pow 2 x
    have h3 : HasDerivAt (fun t : ℝ => t ^ 3) (3 * x ^ 2) x := by
      simpa using hasDerivAt_pow 3 x
    have hlog := ((hasDerivAt_id' x).const_add 1).log hx1
    have hxl := (hasDerivAt_id' x).fun_mul (Real.hasDerivAt_log hx0)
    refine ((((h2.fun_add (hasDerivAt_id' x)).div_const 3).fun_sub
      (((h3.add_const 1).div_const 3).fun_mul hlog)).fun_add
      ((h2.div_const 3).fun_mul hxl)).congr_deriv ?_
    field_simp
    ring
  · simp only [add_zero, Real.log_one, one_add_one_eq_two]
    ring
```

Q: That is an iterated integral. You promised an area integral.

A: Fubini's theorem connects them once the weight is known to be integrable. On the square $xy<x<x+y$, so the weight lies between zero and one. It is also measurable, and the square has finite area.

```lean
/-- The pair weight is integrable over the unit square. -/
theorem pairWeight_integrableOn :
    IntegrableOn (fun z : ℝ × ℝ => pairWeight z.1 z.2) cosineSquare := by
  have hfin : volume cosineSquare ≠ ⊤ :=
    ((Metric.isBounded_Ioo (0 : ℝ) 1).prod (Metric.isBounded_Ioo (0 : ℝ) 1)).measure_lt_top.ne
  have hmeas : Measurable (fun z : ℝ × ℝ => pairWeight z.1 z.2) :=
    (measurable_fst.mul measurable_snd).div (measurable_fst.add measurable_snd)
  refine Measure.integrableOn_of_bounded (M := 1) hfin hmeas.aestronglyMeasurable ?_
  refine (ae_restrict_iff' (measurableSet_Ioo.prod measurableSet_Ioo)).mpr (ae_of_all _ ?_)
  rintro ⟨x, y⟩ ⟨⟨hx0, hx1⟩, ⟨hy0, hy1⟩⟩
  dsimp only at hx0 hx1 hy0 hy1 ⊢
  have hs : 0 < x + y := add_pos hx0 hy0
  have hp : 0 ≤ pairWeight x y := div_nonneg (mul_pos hx0 hy0).le hs.le
  rw [Real.norm_of_nonneg hp, pairWeight, div_le_one hs]
  nlinarith [mul_pos hx0 (sub_pos.mpr hy1)]
```

The main theorem then rewrites the area integral as the iterated one. Changing between open intervals and intervals with endpoints does not affect the values.

```lean
/-- The integral of `xy/(x+y)` over the unit square equals `(2/3)(1 - ln 2)`. -/
theorem phaseSpaceAverage_eq : phaseSpaceAverage = 2 / 3 * (1 - Real.log 2) := by
  have h : ∀ g : ℝ → ℝ, ∫ x in Ioo (0 : ℝ) 1, g x = ∫ x in (0 : ℝ)..1, g x := by
    intro g
    rw [intervalIntegral.integral_of_le zero_le_one, integral_Ioc_eq_integral_Ioo]
  -- Fubini's theorem reduces the area integral to the iterated one
  have hF : phaseSpaceAverage =
      ∫ x in Ioo (0 : ℝ) 1, ∫ y in Ioo (0 : ℝ) 1, pairWeight x y :=
    setIntegral_prod (fun z : ℝ × ℝ => pairWeight z.1 z.2) pairWeight_integrableOn
  rw [hF]
  simp only [h]
  exact iterated_integral
```

Q: Now restore $q$. Do you need a condition on it?

A: Only $q\ne0$. The proof pulls one factor $q$ out of the integrand, leaving $q^2\cdot q^{-4}\cdot q=1/q$ times the average. Without the condition the statement fails: at $q=0$ the left side is zero, while the right side is about $0.205$.

```lean
/-- For `q ≠ 0`, `ringDensity q` multiplied by `q` is the constant `(2/3)(1 - ln 2)`. -/
theorem mul_ringDensity {q : ℝ} (hq : q ≠ 0) :
    q * ringDensity q = 2 / 3 * (1 - Real.log 2) := by
  have hscale : ∀ z : ℝ × ℝ, (q * z.1) * (q * z.2) / (q * z.1 + q * z.2) =
      q * pairWeight z.1 z.2 := by
    intro z
    rw [← mul_add, show q * z.1 * (q * z.2) = q * (q * (z.1 * z.2)) by ring,
      mul_div_mul_left _ _ hq, mul_div_assoc, pairWeight]
  have hI : ringDensity q = q ^ 2 * (1 / q ^ 2) ^ 2 * (q * phaseSpaceAverage) := by
    unfold ringDensity phaseSpaceAverage
    simp only [hscale]
    rw [integral_const_mul]
  rw [hI, ← phaseSpaceAverage_eq]
  field_simp
```

Q: What does the cutoff theorem say, exactly?

A: For positive $\kappa$ and $Q$, the integral of `ringDensity` from $\kappa$ to $Q$ is the constant times $\ln(Q/\kappa)$. The order of the limits is free: equal limits give zero, and reversed limits change the sign. The proof replaces the density by the constant over $q$ throughout the interval, which stays away from zero, and uses the integral of $1/q$.

```lean
/-- For positive `κ` and `Q`, the integral of `ringDensity` from `κ` to `Q` is `(2/3)(1 - ln 2)
ln(Q/κ)`. -/
theorem ring_energy_with_cutoff {κ Q : ℝ} (hκ : 0 < κ) (hQ : 0 < Q) :
    ∫ q in κ..Q, ringDensity q = 2 / 3 * (1 - Real.log 2) * Real.log (Q / κ) := by
  rw [← integral_inv_of_pos hκ hQ, ← intervalIntegral.integral_const_mul]
  apply intervalIntegral.integral_congr
  intro q hq
  have hq0 : q ≠ 0 := (lt_of_lt_of_le (lt_min hκ hQ) hq.1).ne'
  change ringDensity q = 2 / 3 * (1 - Real.log 2) * q⁻¹
  rw [← mul_ringDensity hq0]
  field_simp
```

Q: And the divergence is proved, not just read off?

A: Yes. `𝓝[>] 0` means that $\kappa$ approaches zero from above, and `atTop` means that the integral exceeds every bound. The proof writes $\ln(Q/\kappa)=\ln Q-\ln\kappa$, which tends to infinity, and multiplies by a constant shown to be positive from a numerical bound on $\ln2$. With the physical sign restored, the second-order ring energy in this small-momentum model goes to minus infinity.

```lean
/-- For `Q > 0`, the integral of `ringDensity` from `κ` to `Q` tends to `+∞` as `κ` tends to zero
from above. -/
theorem ring_energy_diverges {Q : ℝ} (hQ : 0 < Q) :
    Tendsto (fun κ => ∫ q in κ..Q, ringDensity q) (𝓝[>] 0) atTop := by
  have hC : 0 < 2 / 3 * (1 - Real.log 2) := by linarith [Real.log_two_lt_d9]
  have hlog : Tendsto (fun κ : ℝ => Real.log Q + -Real.log κ) (𝓝[>] 0) atTop :=
    tendsto_atTop_add_const_left _ _
      (tendsto_neg_atBot_atTop.comp Real.tendsto_log_nhdsGT_zero)
  refine (hlog.const_mul_atTop hC).congr' ?_
  filter_upwards [self_mem_nhdsWithin] with κ hκ
  have hκ' : 0 < κ := hκ
  rw [ring_energy_with_cutoff hκ' hQ, Real.log_div hQ.ne' hκ'.ne', sub_eq_add_neg (Real.log Q)]

end

end ElectronGasRingAverage
```

```lean
#print axioms ElectronGasRingAverage.pairWeight_integrableOn
#print axioms ElectronGasRingAverage.ring_energy_diverges
```

```
'ElectronGasRingAverage.pairWeight_integrableOn' depends on axioms: [propext, Classical.choice, Quot.sound]
'ElectronGasRingAverage.ring_energy_diverges' depends on axioms: [propext, Classical.choice, Quot.sound]
```
